# Kohn's estimate bounds the zero-energy scattering length from above when the energy form is nonnegative

Waves are modelled as real functions on the whole line, twice continuously differentiable, although for \(R>0\) only their values on \([0,R]\) matter. Lean's `deriv` is two-sided, so this gives derivatives at both endpoints a meaning. Nothing is lost, since a C² function on \([0,R]\) extends to the line.

```lean
import Mathlib

open Set

namespace ScatteringLengthBound

noncomputable section
```

Take units with \(\hbar^2/2m=1\). For a reduced radial wave \(f\) in the s channel, the zero-energy operator is \(Lf=-f''+Vf\).

```lean
/-- The zero-energy radial operator `L f = -f'' + V f`. -/
def radialOp (V f : ℝ → ℝ) (r : ℝ) : ℝ := -deriv (deriv f) r + V r * f r
```

Its energy form is
\[E(f,g)=\int_0^R (f'g'+Vfg)\,dr,\qquad Q(d)=E(d,d).\]

```lean
/-- The energy form `∫ (f' g' + V f g)` over `[0, R]`. -/
def energyForm (V : ℝ → ℝ) (R : ℝ) (f g : ℝ → ℝ) : ℝ :=
  ∫ r in (0 : ℝ)..R, (deriv f r * deriv g r + V r * f r * g r)
```

The bound assumes \(Q(d)\ge 0\) for every C² function \(d\) with \(d(0)=0\), left free at \(R\). Physically, this implies that the potential, set to zero beyond \(R\), has no s-wave bound state: the outer region only adds \(\int d'^2\).

```lean
/-- The energy form is nonnegative on all C² functions that vanish at the origin. -/
def NonnegEnergy (V : ℝ → ℝ) (R : ℝ) : Prop :=
  ∀ d : ℝ → ℝ, ContDiff ℝ 2 d → d 0 = 0 → 0 ≤ energyForm V R d d
```

Beyond \(R\) the zero-energy wave is then the straight line \(r-a\), and \(a\) is the scattering length. Matching at \(R\) requires \(u'(R)=1\) and \(u(R)=R-a\). This normalisation excludes a threshold resonance, where \(u'(R)=0\). The predicate `IsThresholdWave` contains no equation of motion, so it serves the solution \(u\) and a trial wave \(w\) of length \(b\) alike.

```lean
/-- A C² wave `u` with `u(0) = 0` whose value and slope at `R` are those of the outer wave `r - a`.
-/
structure IsThresholdWave (R a : ℝ) (u : ℝ → ℝ) : Prop where
  smooth : ContDiff ℝ 2 u
  origin : u 0 = 0
  slope : deriv u R = 1
  value : u R = R - a
```

The estimate computed from \(w\) is \(b+\int_0^R w\,Lw\,dr\).

```lean
/-- The Kohn estimate `b + ∫ w L w` of the scattering length, from a wave `w`
with trial length `b`. -/
def kohnLength (V : ℝ → ℝ) (R b : ℝ) (w : ℝ → ℝ) : ℝ :=
  b + ∫ r in (0 : ℝ)..R, w r * radialOp V w r
```

## Integration by parts keeps a term at R

The derivation needs \(f'\), \(f''\) and the continuity of \(f''\), all supplied by C² regularity.

```lean
/-- A C² function has a first and a second derivative everywhere, and the second
derivative is continuous. -/
theorem smooth_facts {f : ℝ → ℝ} (hf : ContDiff ℝ 2 f) :
    (∀ x, HasDerivAt f (deriv f x) x) ∧
    (∀ x, HasDerivAt (deriv f) (deriv (deriv f) x) x) ∧
    Continuous (deriv (deriv f)) := by
  have h2 : ContDiff ℝ (1 + 1) f := by
    rw [one_add_one_eq_two]
    exact hf
  have h1 : ContDiff ℝ 1 (deriv f) := (contDiff_succ_iff_deriv.1 h2).2.2
  exact ⟨fun x => (hf.differentiable (by norm_num) x).hasDerivAt,
    fun x => (h1.differentiable (by norm_num) x).hasDerivAt,
    h1.continuous_deriv (by norm_num)⟩
```

With \(V\) continuous on \([0,R]\), the integrand of \(E(f,g)\) is continuous there and hence integrable.

```lean
/-- For a potential continuous on `[0, R]` and C² functions, the energy density
is integrable. -/
theorem energy_integrable {V f g : ℝ → ℝ} {R : ℝ} (hR : 0 ≤ R)
    (hV : ContinuousOn V (Icc 0 R)) (hf : ContDiff ℝ 2 f) (hg : ContDiff ℝ 2 g) :
    IntervalIntegrable (fun r => deriv f r * deriv g r + V r * f r * g r)
      MeasureTheory.volume 0 R := by
  have cf : Continuous (deriv f) := hf.continuous_deriv (by norm_num)
  have cg : Continuous (deriv g) := hg.continuous_deriv (by norm_num)
  apply ContinuousOn.intervalIntegrable
  rw [uIcc_of_le hR]
  exact (cf.mul cg).continuousOn.add
    ((hV.mul hf.continuous.continuousOn).mul hg.continuous.continuousOn)
```

Integrals may therefore be subtracted, and \((f-h)'=f'-h'\) gives \(E(f-h,g)=E(f,g)-E(h,g)\).

```lean
/-- For a potential continuous on `[0, R]` and C² functions, the energy form is
additive under differences in its first argument. -/
theorem energyForm_sub_left {V f h g : ℝ → ℝ} {R : ℝ} (hR : 0 ≤ R)
    (hV : ContinuousOn V (Icc 0 R)) (hf : ContDiff ℝ 2 f) (hh : ContDiff ℝ 2 h)
    (hg : ContDiff ℝ 2 g) :
    energyForm V R (fun r => f r - h r) g = energyForm V R f g - energyForm V R h g := by
  have hd : ∀ r, deriv (fun s => f s - h s) r = deriv f r - deriv h r := fun r =>
    (((smooth_facts hf).1 r).fun_sub ((smooth_facts hh).1 r)).deriv
  unfold energyForm
  rw [← intervalIntegral.integral_sub (energy_integrable hR hV hf hg)
    (energy_integrable hR hV hh hg)]
  apply intervalIntegral.integral_congr
  intro r _
  simp only [hd]
  ring
```

Since \((fg')'=f'g'+fg''\),
\[\int_0^R f\,Lg\,dr=E(f,g)-\bigl[f g'\bigr]_0^R .\]
For a bound state on the whole half-line the bracket vanishes, but on \([0,R]\) it must be kept. Here \(w(R)w'(R)=R-b\), which is where the trial length enters. In the code, `hb` evaluates the bracket by the fundamental theorem of calculus, and the integrands are then compared pointwise.

```lean
/-- Integration by parts: for a potential continuous on `[0, R]` and C² functions,
`∫ f L g` is the energy form minus the boundary term of `f g'`. -/
theorem integral_mul_radialOp {V f g : ℝ → ℝ} {R : ℝ} (hR : 0 ≤ R)
    (hV : ContinuousOn V (Icc 0 R)) (hf : ContDiff ℝ 2 f) (hg : ContDiff ℝ 2 g) :
    ∫ r in (0 : ℝ)..R, f r * radialOp V g r =
      energyForm V R f g - (f R * deriv g R - f 0 * deriv g 0) := by
  obtain ⟨f1, -, -⟩ := smooth_facts hf
  obtain ⟨-, g2, cg2⟩ := smooth_facts hg
  have cf : Continuous (deriv f) := hf.continuous_deriv (by norm_num)
  have cg : Continuous (deriv g) := hg.continuous_deriv (by norm_num)
  have hi : IntervalIntegrable (fun r => deriv f r * deriv g r + f r * deriv (deriv g) r)
      MeasureTheory.volume 0 R :=
    ((cf.mul cg).add (hf.continuous.mul cg2)).intervalIntegrable 0 R
  -- the boundary term is the integral of (f g')'
  have hb : ∫ r in (0 : ℝ)..R, (deriv f r * deriv g r + f r * deriv (deriv g) r) =
      f R * deriv g R - f 0 * deriv g 0 :=
    intervalIntegral.integral_eq_sub_of_hasDerivAt (f := fun r => f r * deriv g r)
      (fun x _ => (f1 x).fun_mul (g2 x)) hi
  rw [← hb, energyForm, ← intervalIntegral.integral_sub (energy_integrable hR hV hf hg) hi]
  apply intervalIntegral.integral_congr
  intro r _
  simp only [radialOp]
  ring
```

## The error of the estimate is an energy

Let \(Lu=0\) on \([0,R]\). The pairs \((w,w)\), \((w,u)\) and \((u,u)\) give
\[\int_0^R w\,Lw\,dr=E(w,w)-(R-b),\quad 0=E(w,u)-(R-b),\quad 0=E(u,u)-(R-a).\]
By symmetry of \(E\),
\[Q(w-u)=E(w,w)-2E(w,u)+E(u,u)=\int_0^R w\,Lw\,dr+b-a .\]
This is the zero-energy, single-channel form of what is usually called the Kato identity; the code names it after Kohn's estimate, which results when the error term \(Q(w-u)\) is dropped. The three equations are `A`, `B` and `C`; `s1`, `s2` and `s3` expand the square, and `linarith` combines them. No sign of \(Q\) is needed yet.

```lean
/-- Kohn identity: for a potential continuous on `[0, R]` and a solution `u` of `L u = 0`
with scattering length `a`, the Kohn estimate from a trial wave `w` exceeds `a` by exactly
the energy form of the error `w - u`. -/
theorem kohn_identity {V u w : ℝ → ℝ} {R a b : ℝ} (hR : 0 ≤ R)
    (hV : ContinuousOn V (Icc 0 R)) (hu : IsThresholdWave R a u)
    (hLu : ∀ r ∈ Icc 0 R, radialOp V u r = 0) (hw : IsThresholdWave R b w) :
    kohnLength V R b w =
      a + energyForm V R (fun r => w r - u r) (fun r => w r - u r) := by
  have z : ∀ f : ℝ → ℝ, ∫ r in (0 : ℝ)..R, f r * radialOp V u r = 0 := by
    intro f
    have h : ∫ r in (0 : ℝ)..R, f r * radialOp V u r = ∫ r in (0 : ℝ)..R, (0 : ℝ) := by
      apply intervalIntegral.integral_congr
      intro r hr
      rw [uIcc_of_le hR] at hr
      simp [hLu r hr]
    rw [h]
    simp
  have hc : ∀ f g : ℝ → ℝ, energyForm V R f g = energyForm V R g f := by
    intro f g
    unfold energyForm
    apply intervalIntegral.integral_congr
    intro r _
    beta_reduce
    ring
  have hd : ContDiff ℝ 2 (fun r => w r - u r) := hw.smooth.sub hu.smooth
  -- integrate by parts for the pairs (w, w), (w, u) and (u, u)
  have A := integral_mul_radialOp hR hV hw.smooth hw.smooth
  have B := integral_mul_radialOp hR hV hw.smooth hu.smooth
  have C := integral_mul_radialOp hR hV hu.smooth hu.smooth
  rw [hw.slope, hw.origin, hw.value] at A
  rw [z, hu.slope, hw.origin, hw.value] at B
  rw [z, hu.slope, hu.origin, hu.value] at C
  -- expand the energy form of the error
  have s1 := energyForm_sub_left hR hV hw.smooth hu.smooth hd
  have s2 := energyForm_sub_left hR hV hw.smooth hu.smooth hw.smooth
  have s3 := energyForm_sub_left hR hV hw.smooth hu.smooth hu.smooth
  rw [hc w (fun r => w r - u r), hc u (fun r => w r - u r), s2, s3, hc u w] at s1
  rw [kohnLength, A, s1]
  linarith
```

The difference \(w-u\) vanishes at the origin, so the hypothesis gives \(Q(w-u)\ge0\), and hence
\[a\le b+\int_0^R w\,Lw\,dr .\]
The solution \(u\) is given, not constructed. For one particle in a fixed, finite-range central potential satisfying the hypothesis, this ranks trial waves: the lower estimate is the better one. In a calculation one may take \(w=r+\sum_i c_i\varphi_i\) with \(\varphi_i(0)=\varphi_i'(R)=0\), so that \(b=-\sum_i c_i\varphi_i(R)\). The estimate is quadratic in the \(c_i\), and minimising it leads to linear equations.

```lean
/-- Upper bound on the scattering length: if the potential is continuous on `[0, R]` and the
energy form is nonnegative, the Kohn estimate from any trial wave is at least the scattering
length `a` of the solution of `L u = 0`. -/
theorem scatteringLength_le_kohn {V u w : ℝ → ℝ} {R a b : ℝ} (hR : 0 ≤ R)
    (hV : ContinuousOn V (Icc 0 R)) (hQ : NonnegEnergy V R) (hu : IsThresholdWave R a u)
    (hLu : ∀ r ∈ Icc 0 R, radialOp V u r = 0) (hw : IsThresholdWave R b w) :
    a ≤ b + ∫ r in (0 : ℝ)..R, w r * radialOp V w r := by
  have h := kohn_identity hR hV hu hLu hw
  have hq := hQ (fun r => w r - u r) (hw.smooth.sub hu.smooth)
    (by simp [hw.origin, hu.origin])
  rw [kohnLength] at h
  linarith
```

Both waves have unit slope at \(R\), so their difference has slope zero there. Conversely, if \(d(0)=d'(R)=0\), then \(u+d\) is a trial wave of length \(a-d(R)\), with error \(Q(d)\). Given \(u\), the bound thus holds for all trial waves exactly when \(Q\ge0\) on such \(d\).

```lean
/-- For a potential continuous on `[0, R]` and a solution `u` of `L u = 0`, the Kohn estimate
is an upper bound for every trial wave exactly when the energy form is nonnegative on the C²
functions with `d(0) = 0` and `d'(R) = 0`. -/
theorem kohn_bound_iff {V u : ℝ → ℝ} {R a : ℝ} (hR : 0 ≤ R)
    (hV : ContinuousOn V (Icc 0 R)) (hu : IsThresholdWave R a u)
    (hLu : ∀ r ∈ Icc 0 R, radialOp V u r = 0) :
    (∀ b w, IsThresholdWave R b w → a ≤ kohnLength V R b w) ↔
      ∀ d : ℝ → ℝ, ContDiff ℝ 2 d → d 0 = 0 → deriv d R = 0 → 0 ≤ energyForm V R d d := by
  have u1 := (smooth_facts hu.smooth).1 R
  constructor
  · intro H d hd d0 dR
    -- use the trial wave u + d
    have hw : IsThresholdWave R (a - d R) (fun r => u r + d r) :=
      { smooth := hu.smooth.add hd
        origin := by simp [hu.origin, d0]
        slope := by
          rw [(u1.fun_add ((smooth_facts hd).1 R)).deriv, hu.slope, dR, add_zero]
        value := by
          have := hu.value
          linarith }
    have h := H _ _ hw
    rw [kohn_identity hR hV hu hLu hw] at h
    simp only [add_sub_cancel_left] at h
    linarith
  · intro H b w hw
    have h := H (fun r => w r - u r) (hw.smooth.sub hu.smooth)
      (by simp [hw.origin, hu.origin])
      (by rw [(((smooth_facts hw.smooth).1 R).fun_sub u1).deriv, hw.slope, hu.slope, sub_self])
    rw [kohn_identity hR hV hu hLu hw]
    linarith
```

## The free wave and the square barrier

For \(w=r\) we have \(b=0\) and \(Lw=rV\). The estimate becomes the first Born value, so \(a\le\int_0^R r^2V\,dr\) under the same hypothesis.

```lean
/-- If the potential is continuous on `[0, R]` and the energy form is nonnegative, the first Born
value `∫ r² V` is an upper bound on the scattering length `a` of a given solution `u` of `L u = 0`
with unit slope at `R`. -/
theorem scatteringLength_le_born {V u : ℝ → ℝ} {R a : ℝ} (hR : 0 ≤ R)
    (hV : ContinuousOn V (Icc 0 R)) (hQ : NonnegEnergy V R) (hu : IsThresholdWave R a u)
    (hLu : ∀ r ∈ Icc 0 R, radialOp V u r = 0) :
    a ≤ ∫ r in (0 : ℝ)..R, r ^ 2 * V r := by
  have h1 : deriv (fun r : ℝ => r) = fun _ => 1 := by
    funext x
    exact (hasDerivAt_id' x).deriv
  -- the free wave w = r has trial length 0
  have hw : IsThresholdWave R 0 (fun r => r) :=
    { smooth := contDiff_id
      origin := rfl
      slope := by rw [h1]
      value := (sub_zero R).symm }
  have h := scatteringLength_le_kohn hR hV hQ hu hLu hw
  have e : ∫ r in (0 : ℝ)..R, r * radialOp V (fun r => r) r =
      ∫ r in (0 : ℝ)..R, r ^ 2 * V r := by
    apply intervalIntegral.integral_congr
    intro r _
    simp only [radialOp, h1, deriv_const]
    ring
  rw [e, zero_add] at h
  exact h
```

If \(V\ge0\) on \([0,R]\), then \(d'^2+Vd^2\ge0\) pointwise, and the hypothesis on \(Q\) holds.

```lean
/-- A potential that is nonnegative on `[0, R]` has a nonnegative energy form. -/
theorem nonnegEnergy_of_repulsive {V : ℝ → ℝ} {R : ℝ} (hR : 0 ≤ R)
    (hV : ∀ r ∈ Icc 0 R, 0 ≤ V r) : NonnegEnergy V R := by
  intro d _ _
  apply intervalIntegral.integral_nonneg hR
  intro r hr
  have h := mul_nonneg (hV r hr) (mul_self_nonneg (d r))
  have h' := mul_self_nonneg (deriv d r)
  linarith [mul_assoc (V r) (d r) (d r)]
```

For \(V=k^2\) with \(k\ne0\), take
\[u(r)=\frac{\sinh kr}{k\cosh kR},\qquad u'(r)=\frac{\cosh kr}{\cosh kR},\qquad u''=k^2u .\]
Then \(u(0)=0\), \(u'(R)=1\) and \(u(R)=\tanh(kR)/k\), so \(a=R-\tanh(kR)/k\). The barrier meets every assumption made about \(V\) and \(u\).

```lean
/-- For `0 ≤ R`, the square barrier `V = k²` with `k ≠ 0` has a nonnegative energy form, and
`sinh (k r) / (k cosh (k R))` solves `L u = 0` with scattering length `R - tanh (k R) / k`. -/
theorem squareBarrier_witness {k R : ℝ} (hk : k ≠ 0) (hR : 0 ≤ R) :
    NonnegEnergy (fun _ => k ^ 2) R ∧
    IsThresholdWave R (R - Real.tanh (k * R) / k)
      (fun r => Real.sinh (k * r) / (k * Real.cosh (k * R))) ∧
    ∀ r, radialOp (fun _ => k ^ 2)
      (fun r => Real.sinh (k * r) / (k * Real.cosh (k * R))) r = 0 := by
  have hc : Real.cosh (k * R) ≠ 0 := (Real.cosh_pos (k * R)).ne'
  have d1 : deriv (fun r => Real.sinh (k * r) / (k * Real.cosh (k * R))) =
      fun r => Real.cosh (k * r) / Real.cosh (k * R) := by
    funext r
    have h := (((hasDerivAt_id' r).const_mul k).sinh).div_const (k * Real.cosh (k * R))
    rw [h.deriv]
    field_simp
  have d2 : ∀ r, deriv (fun r => Real.cosh (k * r) / Real.cosh (k * R)) r =
      Real.sinh (k * r) * (k * 1) / Real.cosh (k * R) := fun r =>
    ((((hasDerivAt_id' r).const_mul k).cosh).div_const (Real.cosh (k * R))).deriv
  refine ⟨nonnegEnergy_of_repulsive hR (fun _ _ => sq_nonneg k), ?_, ?_⟩
  · exact
      { smooth := (Real.contDiff_sinh.comp (contDiff_const.mul contDiff_id)).div_const _
        origin := by simp
        slope := by
          rw [d1]
          exact div_self hc
        value := by
          rw [sub_sub_cancel, Real.tanh_eq_sinh_div_cosh, div_div,
            mul_comm (Real.cosh (k * R)) k] }
  · intro r
    rw [radialOp, d1, d2]
    field_simp
    ring

end

end ScatteringLengthBound
```

```lean
#print axioms ScatteringLengthBound.scatteringLength_le_kohn
#print axioms ScatteringLengthBound.kohn_bound_iff
#print axioms ScatteringLengthBound.scatteringLength_le_born
```

```
'ScatteringLengthBound.scatteringLength_le_kohn' depends on axioms: [propext, Classical.choice, Quot.sound]
'ScatteringLengthBound.kohn_bound_iff' depends on axioms: [propext, Classical.choice, Quot.sound]
'ScatteringLengthBound.scatteringLength_le_born' depends on axioms: [propext, Classical.choice, Quot.sound]
```
